# The Heisenberg bound Δx Δp ≥ 1/2 from the commutation relation

If x and p are symmetric linear maps on a complex inner product space with xp − px = i, then ‖(x − s)v‖ ‖(p − t)v‖ ≥ 1/2 for every unit vector v and all real s, t. Taking s and t to be the means of x and p in v gives Δx Δp ≥ 1/2 for the spreads Δx, Δp.

In Lean 4 with Mathlib:

```lean
import Mathlib

open ComplexConjugate

namespace QuadratureUncertainty

noncomputable section

/-- The commutator `[A, B] = AB - BA` of two linear operators. -/
def commutator {W : Type*} [AddCommGroup W] [Module ℂ W] (A B : W →ₗ[ℂ] W) : W →ₗ[ℂ] W :=
  A ∘ₗ B - B ∘ₗ A

variable {V : Type*} [NormedAddCommGroup V] [InnerProductSpace ℂ V]

/-- The mean `⟨A⟩ = Re ⟨v, A v⟩` of an operator in the state `v`. -/
def mean (A : V →ₗ[ℂ] V) (v : V) : ℝ := (inner ℂ v (A v)).re

/-- The operator `A - s`, measured from the real reference value `s`. -/
def shift (A : V →ₗ[ℂ] V) (s : ℝ) : V →ₗ[ℂ] V := A - (s : ℂ) • LinearMap.id

/-- The uncertainty `ΔA = ‖(A - ⟨A⟩) v‖` of an operator in the state `v`. -/
def spread (A : V →ₗ[ℂ] V) (v : V) : ℝ := ‖shift A (mean A v) v‖

/-- The symmetrised covariance `Re ⟨v, (AB + BA) v⟩ / 2 - ⟨A⟩⟨B⟩`. -/
def covariance (A B : V →ₗ[ℂ] V) (v : V) : ℝ :=
  (inner ℂ v ((A ∘ₗ B + B ∘ₗ A) v)).re / 2 - mean A v * mean B v

/-- For a symmetric operator `⟨v, A v⟩` is real and equals the mean. -/
theorem inner_eq_mean {A : V →ₗ[ℂ] V} (hA : A.IsSymmetric) (v : V) :
    inner ℂ v (A v) = (mean A v : ℂ) := by
  have h1 : inner ℂ (A v) v = inner ℂ v (A v) := hA v v
  have h2 : conj (inner ℂ v (A v)) = inner ℂ (A v) v := inner_conj_symm _ _
  rw [h1] at h2
  exact (Complex.conj_eq_iff_re.mp h2).symm

/-- Expansion of the overlap `⟨(A - s) v, (B - t) v⟩` for symmetric `A` into expectation
values in `v`. -/
theorem inner_shift {A : V →ₗ[ℂ] V} (hA : A.IsSymmetric) (B : V →ₗ[ℂ] V) (s t : ℝ) (v : V) :
    inner ℂ (shift A s v) (shift B t v)
      = inner ℂ v (A (B v)) - (t : ℂ) * inner ℂ v (A v) - (s : ℂ) * inner ℂ v (B v)
        + (s : ℂ) * (t : ℂ) * inner ℂ v v := by
  have e1 : inner ℂ (A v) (B v) = inner ℂ v (A (B v)) := hA v (B v)
  have e2 : inner ℂ (A v) v = inner ℂ v (A v) := hA v v
  simp only [shift, LinearMap.sub_apply, LinearMap.smul_apply, LinearMap.id_apply,
    inner_sub_left, inner_sub_right, inner_smul_left, inner_smul_right, Complex.conj_ofReal]
  rw [e1, e2]
  ring

/-- With `a = (A - s) v` and `b = (B - t) v` for symmetric `A`, `B`, one has
`⟨a, b⟩ - ⟨b, a⟩ = ⟨v, [A, B] v⟩` for all real `s`, `t`. -/
theorem inner_shift_sub {A B : V →ₗ[ℂ] V} (hA : A.IsSymmetric) (hB : B.IsSymmetric)
    (s t : ℝ) (v : V) :
    inner ℂ (shift A s v) (shift B t v) - inner ℂ (shift B t v) (shift A s v)
      = inner ℂ v (commutator A B v) := by
  rw [inner_shift hA B s t v, inner_shift hB A t s v]
  simp only [commutator, LinearMap.sub_apply, LinearMap.comp_apply, inner_sub_right]
  ring

/-- In a unit vector, the real part of `⟨(A - ⟨A⟩) v, (B - ⟨B⟩) v⟩` is the covariance of the
symmetric operators `A` and `B`. -/
theorem re_inner_shift_eq_covariance {A B : V →ₗ[ℂ] V} (hA : A.IsSymmetric)
    (hB : B.IsSymmetric) {v : V} (hv : ‖v‖ = 1) :
    (inner ℂ (shift A (mean A v) v) (shift B (mean B v) v)).re = covariance A B v := by
  have hvv : inner ℂ v v = 1 := by
    rw [inner_self_eq_norm_sq_to_K, hv]
    simp
  have h1 := inner_shift hA B (mean A v) (mean B v) v
  have h2 := inner_shift hB A (mean B v) (mean A v) v
  rw [inner_eq_mean hA v, inner_eq_mean hB v, hvv] at h1 h2
  -- the two orders of the overlap have the same real part
  have h3 : ∀ a b : V, (inner ℂ b a).re = (inner ℂ a b).re := by
    intro a b
    have h4 : conj (inner ℂ a b) = inner ℂ b a := inner_conj_symm b a
    have h5 := congrArg Complex.re h4
    rw [Complex.conj_re] at h5
    exact h5.symm
  have h6 := h3 (shift A (mean A v) v) (shift B (mean B v) v)
  have r1 := congrArg Complex.re h1
  have r2 := congrArg Complex.re h2
  simp only [Complex.add_re, Complex.sub_re, Complex.mul_re, Complex.ofReal_re,
    Complex.ofReal_im, mul_zero, sub_zero, mul_one] at r1 r2
  unfold covariance
  simp only [LinearMap.add_apply, LinearMap.comp_apply, inner_add_right, Complex.add_re]
  linarith

/-- For symmetric `A`, `B`, any vector `v` and any real `s`, `t`,
`|⟨v, [A, B] v⟩| / 2 ≤ ‖(A - s) v‖ ‖(B - t) v‖`. -/
theorem norm_commutator_le {A B : V →ₗ[ℂ] V} (hA : A.IsSymmetric) (hB : B.IsSymmetric)
    (s t : ℝ) (v : V) :
    ‖inner ℂ v (commutator A B v)‖ / 2 ≤ ‖shift A s v‖ * ‖shift B t v‖ := by
  rw [← inner_shift_sub hA hB s t v]
  generalize shift A s v = a
  generalize shift B t v = b
  -- triangle inequality, then Cauchy-Schwarz for each overlap
  have h0 := norm_sub_le (inner ℂ a b) (inner ℂ b a)
  have h1 : ‖inner ℂ a b‖ ≤ ‖a‖ * ‖b‖ := norm_inner_le_norm a b
  have h2 : ‖inner ℂ b a‖ ≤ ‖b‖ * ‖a‖ := norm_inner_le_norm b a
  linarith

/-- Robertson-Schrödinger relation: for symmetric `A`, `B` and a unit vector,
`cov(A, B)² + |⟨v, [A, B] v⟩|² / 4 ≤ (ΔA ΔB)²`. -/
theorem robertson_schrodinger {A B : V →ₗ[ℂ] V} (hA : A.IsSymmetric) (hB : B.IsSymmetric)
    {v : V} (hv : ‖v‖ = 1) :
    covariance A B v ^ 2 + ‖inner ℂ v (commutator A B v)‖ ^ 2 / 4
      ≤ (spread A v * spread B v) ^ 2 := by
  rw [← inner_shift_sub hA hB (mean A v) (mean B v) v,
    ← re_inner_shift_eq_covariance hA hB hv]
  unfold spread
  generalize shift A (mean A v) v = a
  generalize shift B (mean B v) v = b
  have hz : inner ℂ b a = conj (inner ℂ a b) := (inner_conj_symm b a).symm
  have hcs : ‖inner ℂ a b‖ ≤ ‖a‖ * ‖b‖ := norm_inner_le_norm a b
  -- the left side is exactly the squared modulus of the overlap
  have key : ∀ z : ℂ, z.re ^ 2 + ‖z - conj z‖ ^ 2 / 4 = ‖z‖ ^ 2 := by
    intro z
    rw [Complex.sq_norm, Complex.sq_norm, Complex.normSq_apply, Complex.normSq_apply]
    simp only [Complex.sub_re, Complex.sub_im, Complex.conj_re, Complex.conj_im]
    ring
  rw [hz, key]
  exact pow_le_pow_left₀ (norm_nonneg _) hcs 2

/-- If `[x, p] = i`, then `⟨v, [x, p] v⟩ = i` in every unit vector. -/
theorem inner_commutator_eq_I {x p : V →ₗ[ℂ] V}
    (hxp : commutator x p = Complex.I • LinearMap.id) {v : V} (hv : ‖v‖ = 1) :
    inner ℂ v (commutator x p v) = Complex.I := by
  have hvv : inner ℂ v v = 1 := by
    rw [inner_self_eq_norm_sq_to_K, hv]
    simp
  rw [hxp, LinearMap.smul_apply, LinearMap.id_apply, inner_smul_right, hvv, mul_one]

/-- For symmetric `x`, `p` with `[x, p] = i`, a unit vector `v` and any real `s`, `t`,
`‖(x - s) v‖ ‖(p - t) v‖ ≥ 1/2`. -/
theorem half_le_shift_mul_shift {x p : V →ₗ[ℂ] V} (hx : x.IsSymmetric) (hp : p.IsSymmetric)
    (hxp : commutator x p = Complex.I • LinearMap.id) {v : V} (hv : ‖v‖ = 1) (s t : ℝ) :
    1 / 2 ≤ ‖shift x s v‖ * ‖shift p t v‖ := by
  have h := norm_commutator_le hx hp s t v
  rw [inner_commutator_eq_I hxp hv, Complex.norm_I] at h
  exact h

/-- Heisenberg uncertainty relation: for symmetric `x`, `p` with `[x, p] = i` and any unit
vector, `Δx Δp ≥ 1/2`. -/
theorem heisenberg {x p : V →ₗ[ℂ] V} (hx : x.IsSymmetric) (hp : p.IsSymmetric)
    (hxp : commutator x p = Complex.I • LinearMap.id) {v : V} (hv : ‖v‖ = 1) :
    1 / 2 ≤ spread x v * spread p v :=
  half_le_shift_mul_shift hx hp hxp hv (mean x v) (mean p v)

/-- For symmetric `x`, `p` with `[x, p] = i`, a unit vector `v`, `a = (x - s) v`,
`b = (p - t) v` and real `r`, one has `‖b - i r a‖² = ‖b‖² - r + r² ‖a‖²`. -/
theorem norm_sq_shift_sub {x p : V →ₗ[ℂ] V} (hx : x.IsSymmetric) (hp : p.IsSymmetric)
    (hxp : commutator x p = Complex.I • LinearMap.id) {v : V} (hv : ‖v‖ = 1) (s t r : ℝ) :
    ‖shift p t v - (Complex.I * (r : ℂ)) • shift x s v‖ ^ 2
      = ‖shift p t v‖ ^ 2 - r + r ^ 2 * ‖shift x s v‖ ^ 2 := by
  have hc := inner_shift_sub hx hp s t v
  rw [inner_commutator_eq_I hxp hv] at hc
  revert hc
  generalize shift x s v = a
  generalize shift p t v = b
  intro hc
  -- the commutation relation fixes the imaginary part of the overlap
  have hz : inner ℂ a b = conj (inner ℂ b a) := (inner_conj_symm a b).symm
  rw [hz] at hc
  have him : (inner ℂ b a).im = -(1 / 2) := by
    have h := congrArg Complex.im hc
    simp only [Complex.sub_im, Complex.conj_im, Complex.I_im] at h
    linarith
  have hn : ‖Complex.I * (r : ℂ)‖ = |r| := by
    rw [norm_mul, Complex.norm_I, one_mul, Complex.norm_real, Real.norm_eq_abs]
  have h0 := norm_sub_sq (𝕜 := ℂ) b ((Complex.I * (r : ℂ)) • a)
  rw [h0, RCLike.re_to_complex, inner_smul_right, norm_smul, hn, mul_pow, sq_abs]
  simp only [Complex.mul_re, Complex.mul_im, Complex.I_re, Complex.I_im, Complex.ofReal_re,
    Complex.ofReal_im]
  rw [him]
  ring

/-- Equality case: for symmetric `x`, `p` with `[x, p] = i` and a unit vector `v`,
`Δx Δp = 1/2` holds exactly when `(p - ⟨p⟩) v = i r (x - ⟨x⟩) v` for some
real `r > 0`. -/
theorem heisenberg_eq_iff {x p : V →ₗ[ℂ] V} (hx : x.IsSymmetric) (hp : p.IsSymmetric)
    (hxp : commutator x p = Complex.I • LinearMap.id) {v : V} (hv : ‖v‖ = 1) :
    spread x v * spread p v = 1 / 2 ↔
      ∃ r : ℝ, 0 < r ∧
        shift p (mean p v) v = (Complex.I * (r : ℂ)) • shift x (mean x v) v := by
  have key := norm_sq_shift_sub hx hp hxp hv (mean x v) (mean p v)
  unfold spread
  revert key
  generalize shift x (mean x v) v = a
  generalize shift p (mean p v) v = b
  intro key
  constructor
  · intro h
    have hb : 0 < ‖b‖ := by
      rcases (norm_nonneg b).eq_or_lt with h0 | h0
      · rw [← h0] at h
        norm_num at h
      · exact h0
    -- at `r = 2 ‖b‖²` the quadratic in `r` vanishes
    refine ⟨2 * ‖b‖ ^ 2, by positivity, ?_⟩
    have k := key (2 * ‖b‖ ^ 2)
    have k0 : ‖b‖ ^ 2 - 2 * ‖b‖ ^ 2 + (2 * ‖b‖ ^ 2) ^ 2 * ‖a‖ ^ 2 = 0 := by
      linear_combination (4 * ‖b‖ ^ 2 * (‖a‖ * ‖b‖ + 1 / 2)) * h
    exact sub_eq_zero.mp (norm_eq_zero.mp ((pow_eq_zero_iff two_ne_zero).mp (k.trans k0)))
  · rintro ⟨r, hr, h⟩
    have k := key r
    have hn : ‖b‖ = r * ‖a‖ := by
      rw [h, norm_smul, norm_mul, Complex.norm_I, one_mul, Complex.norm_real,
        Real.norm_eq_abs, abs_of_pos hr]
    rw [← h, sub_self, norm_zero] at k
    rw [hn] at k ⊢
    apply mul_left_cancel₀ hr.ne'
    linear_combination (-1 / 2) * k

/-- The lowering operator `a = d/dz` on complex polynomials. -/
def lower : Polynomial ℂ →ₗ[ℂ] Polynomial ℂ := Polynomial.derivative

/-- The raising operator `a† = z` (multiplication by the variable) on complex polynomials. -/
def raise : Polynomial ℂ →ₗ[ℂ] Polynomial ℂ := LinearMap.mulLeft ℂ Polynomial.X

/-- The quadrature `x = a + a†` on complex polynomials. -/
def polyX : Polynomial ℂ →ₗ[ℂ] Polynomial ℂ := lower + raise

/-- The quadrature `p = (i/2)(a† - a)` on complex polynomials. -/
def polyP : Polynomial ℂ →ₗ[ℂ] Polynomial ℂ := (Complex.I / 2) • (raise - lower)

-- Remark: only the commutation relation is checked below; no inner product is built.
/-- The polynomial quadratures `x = a + a†` and `p = (i/2)(a† - a)` satisfy `[x, p] = i`. -/
theorem ccr_witness : commutator polyX polyP = Complex.I • LinearMap.id := by
  -- product rule: `a a† = a† a + 1`
  have h : ∀ f : Polynomial ℂ, lower (raise f) = raise (lower f) + f := by
    intro f
    simp only [lower, raise, LinearMap.mulLeft_apply, Polynomial.derivative_mul,
      Polynomial.derivative_X]
    ring
  refine LinearMap.ext fun f => ?_
  simp only [commutator, polyX, polyP, LinearMap.sub_apply, LinearMap.add_apply,
    LinearMap.comp_apply, LinearMap.smul_apply, LinearMap.id_apply, map_add, map_sub,
    map_smul, h]
  module

end

end QuadratureUncertainty
```

```lean
#print axioms QuadratureUncertainty.robertson_schrodinger
#print axioms QuadratureUncertainty.heisenberg
#print axioms QuadratureUncertainty.heisenberg_eq_iff
```

```
'QuadratureUncertainty.robertson_schrodinger' depends on axioms: [propext, Classical.choice, Quot.sound]
'QuadratureUncertainty.heisenberg' depends on axioms: [propext, Classical.choice, Quot.sound]
'QuadratureUncertainty.heisenberg_eq_iff' depends on axioms: [propext, Classical.choice, Quot.sound]
```

## What the theorems say

V is a complex inner product space, not assumed complete. An observable is a linear map A on all of V with `A.IsSymmetric`, meaning ⟨Au, w⟩ = ⟨u, Aw⟩ for all u, w. Mathlib's `inner ℂ` is antilinear in its first slot, as in Dirac notation. `mean A v` is ⟨A⟩ = Re⟨v, Av⟩, `shift A s` is A − s, `spread A v` is ΔA = ‖(A − ⟨A⟩)v‖, and `covariance A B v` is cov = Re⟨v, (AB + BA)v⟩/2 − ⟨A⟩⟨B⟩. The hypothesis `hxp` is [x, p] = i, so ħ = 1; it is assumed, not derived.

`half_le_shift_mul_shift` is the bound about arbitrary s, t, and `heisenberg` is the bound about the means. `robertson_schrodinger` gives (ΔA ΔB)² ≥ cov² + |⟨v, [A, B]v⟩|²/4 for any symmetric pair and unit v. `heisenberg_eq_iff` says that Δx Δp = 1/2 exactly when (p − ⟨p⟩)v = i r (x − ⟨x⟩)v for some real r > 0.

## The physics

For the quadratures of one bosonic mode in a pure state, the product of the two spreads is at least 1/2, so a smaller spread in one quadrature raises the lower bound on the other; mixed states and measurement disturbance are not covered. V plays the part of a common invariant domain, and symmetry replaces self-adjointness. Finite combinations of number states form such a domain, but apart from the vacuum they leave out the coherent and squeezed states; the Schwartz functions include them.

`ccr_witness` takes â = d/dz (`lower`) and â† = z (`raise`) on polynomials and shows that x = â + â†, p = (i/2)(â† − â) satisfy [x, p] = i. This scaling avoids the usual √2. No inner product is built there, so symmetry of these two maps is left open.

## Why it is true

Let A, B be symmetric, a = (A − s)v and b = (B − t)v. Moving A across the inner product gives `inner_shift`:

⟨a, b⟩ = ⟨v, ABv⟩ − t⟨v, Av⟩ − s⟨v, Bv⟩ + st⟨v, v⟩.

Exchanging the roles and subtracting cancels every term containing s or t (`inner_shift_sub`):

⟨a, b⟩ − ⟨b, a⟩ = ⟨v, [A, B]v⟩.

The triangle inequality and Cauchy–Schwarz (`norm_sub_le`, `norm_inner_le_norm`) give `norm_commutator_le`, valid for every v:

|⟨v, [A, B]v⟩| ≤ |⟨a, b⟩| + |⟨b, a⟩| ≤ 2‖a‖‖b‖.

For A = x, B = p and unit v the expectation value is i⟨v, v⟩ = i (`inner_commutator_eq_I`), of modulus 1, which is the bound.

For the sharper relation put s = ⟨A⟩, t = ⟨B⟩ and c = ⟨a, b⟩. Symmetry makes ⟨v, Av⟩ equal to its conjugate, hence to ⟨A⟩ (`inner_eq_mean`), so for unit v the expansion collapses to c = ⟨v, ABv⟩ − ⟨A⟩⟨B⟩. Since ⟨b, a⟩ is the conjugate c*, averaging the two orders gives Re c = cov (`re_inner_shift_eq_covariance`). The step `key` is

(Re c)² + |c − c*|²/4 = |c|²,

and |c|² ≤ ‖a‖²‖b‖² finishes it.

For equality, ⟨a, b⟩ − ⟨b, a⟩ = i fixes Im⟨b, a⟩ = −1/2 (`him`), so Re⟨b, i r a⟩ = r/2 for real r, and `norm_sq_shift_sub` reads

‖b − i r a‖² = ‖b‖² − r + r²‖a‖².

If ‖a‖‖b‖ = 1/2, then ‖b‖ > 0, and at r = 2‖b‖² the right side is ‖b‖²(4‖a‖²‖b‖² − 1) = 0, so b = i r a. Conversely b = i r a with r > 0 gives ‖b‖ = r‖a‖ and 0 = 2r²‖a‖² − r, so ‖a‖‖b‖ = r‖a‖² = 1/2. One `linear_combination` closes the algebra in each direction.

The tactic `generalize shift x s v = a` is worth reusing: once the operators have delivered their identity, it replaces the shifted vectors by plain variables. The preceding `revert hc` moves that identity into the goal, so it is rewritten too.

## Remarks

The following observations are argued on paper and have no theorem in the file.

Without normalisation, v = 0 gives the product 0. Without symmetry, take polynomials with any inner product in which ‖1‖ = 1, and x = d/dz, p = iz: then [x, p] = i, but x annihilates v = 1, so Δx = 0.

An easy mistake is to state the result for N × N matrices with N ≥ 1. A commutator has trace 0 while i times the identity has trace iN, so the hypothesis is never met. This shows up in code that truncates the mode to the number states |0⟩, …, |N−1⟩: the quadratures above then obey

[x, p] = i(1 − N |N−1⟩⟨N−1|),

and for unit v the general commutator bound becomes Δx Δp ≥ |1 − N w|/2, with w = |⟨N−1|v⟩|² the weight in the top level. A computed product below 1/2 can therefore come from the cutoff: an eigenvector of the truncated x has Δx = 0, and the product vanishes.

Inserting ⟨v, [x, p]v⟩ = i into the Robertson–Schrödinger relation gives (Δx Δp)² ≥ cov² + 1/4, so a state with Δx Δp = 1/2 has vanishing covariance.
